# Lowered powers of \(J_+\) form a basis of all spin-\(n/2\) matrices

An observable of a spin \(n/2\) is to be split into multipoles of rank \(0\) to \(n\) (scalar, vector, quadrupole and so on), and the first choice is what to take as the spin: here it is three explicit matrices, not an abstract representation. With \(\hbar=1\) and rows and columns numbered \(i=0,\dots,n\) from the highest magnetic quantum number downwards, \(J_z\) is diagonal with entries \(n/2-i\). The raising matrix \(J_+\) has entries \(\sqrt{(i+1)(n-i)}\) at \((i,i+1)\), and \(J_-\) is its transpose.

Write \(\mathrm{ad}_A X=[A,X]\) and define

\[
T(k,0)=J_+^k,\qquad T(k,q+1)=[J_-,T(k,q)].
\]

The claim is that the \(T(k,q)\) with \(0\le k\le n\) and \(0\le q\le 2k\) form a basis of the complex \((n+1)\times(n+1)\) matrices. The rank is \(k\). The letter \(q\) counts lowering steps, whereas textbooks often use it for the magnetic component, which here is \(k-q\).

For a single spin of fixed finite length, this lets a density matrix or a crystal-field Hamiltonian be stored as multipole coefficients.

## From the commutators to a simple spectrum

The diagonal entries of \(J_+J_-\) and \(J_-J_+\) are \((i+1)(n-i)\) and \(i(n-i+1)\). They differ by \(n-2i\), and the off-diagonal entries vanish, so \([J_+,J_-]=2J_z\). Differences of neighbouring diagonal entries of \(J_z\) give \([J_z,J_\pm]=\pm J_\pm\).

The product rule gives \([J_z,J_+^k]=kJ_+^k\). By the Jacobi identity each commutator with \(J_-\) lowers this number by one:

\[
[J_z,T(k,q)]=(k-q)\,T(k,q).
\]

Raising undoes lowering up to a factor:

\[
[J_+,T(k,q+1)]=(q+1)(2k-q)\,T(k,q).
\]

For \(q=0\) this holds because \(J_+\) commutes with \(J_+^k\), which leaves \(2[J_z,J_+^k]=2kJ_+^k\). In the induction step the new factor is

\[
(q+1)(2k-q)+2(k-q-1)=(q+2)(2k-q-1).
\]

Now let \(C=\mathrm{ad}_{J_-}\mathrm{ad}_{J_+}+\mathrm{ad}_{J_z}^2+\mathrm{ad}_{J_z}\), the total angular momentum squared of the commutator action. On \(T(k,0)\) the first term vanishes and the rest gives \(k^2+k\). On \(T(k,q+1)\) the factor is

\[
(q+1)(2k-q)+(k-q-1)^2+(k-q-1)=k(k+1).
\]

None of the listed matrices is zero. The entry \((0,k)\) of \(J_+^k\) is \(\prod_{i<k}\sqrt{(i+1)(n-i)}\), which is nonzero for \(k\le n\). If \(T(k,q)\ne0\) and \(q<2k\), the raising relation has a nonzero right-hand side, so \(T(k,q+1)\ne0\).

The single operator \(C+\mathrm{ad}_{J_z}\) therefore has the eigenvalue

\[
k(k+1)+(k-q)=k^2+2k-q
\]

on \(T(k,q)\). For fixed \(k\) these numbers run through the integers from \(k^2\) to \((k+1)^2-1\), so different ranks occupy disjoint blocks. Eigenvectors with distinct eigenvalues are linearly independent. Their number is \(\sum_{k=0}^n(2k+1)=(n+1)^2\), the full dimension, so they form a basis.

For spin \(1/2\) the basis is \(1,\ J_+,\ -2J_z,\ -2J_-\). The matrices are unnormalised: multiplying \(T(k,q)\) by \(\sqrt{(2k-q)!/((2k)!\,q!)}\) gives the usual relative normalisation of spherical tensor components, up to one common factor for each \(k\).

## The spin matrices and their multipoles in Lean

```lean
import Mathlib

open Matrix

namespace SpinMultipoles

noncomputable section
```

The natural number `n` is twice the spin, and `n = 0` is allowed. `Op n` contains all complex matrices, of which the observables are the Hermitian ones.

```lean
/-- Complex matrices acting on a spin n/2 multiplet. -/
abbrev Op (n : ℕ) := Matrix (Fin (n + 1)) (Fin (n + 1)) ℂ

/-- The ladder coefficient `√((i+1)(n-i))`, used for `i ≤ n`. -/
def ladder (n i : ℕ) : ℂ := ((Real.sqrt (((i : ℝ) + 1) * ((n : ℝ) - i)) : ℝ) : ℂ)

/-- The matrix `Jz`, diagonal with entries `n/2 - i`. -/
def Jz (n : ℕ) : Op n := Matrix.diagonal fun i => (n : ℂ) / 2 - ((i : ℕ) : ℂ)

/-- The raising matrix `J+`, with the ladder coefficients just above the diagonal. -/
def Jp (n : ℕ) : Op n :=
  Matrix.of fun i j => if (j : ℕ) = (i : ℕ) + 1 then ladder n i else 0

/-- The lowering matrix `J-`, the transpose of the real matrix `J+`. -/
def Jm (n : ℕ) : Op n := (Jp n)ᵀ
```

These definitions fix the usual phase convention, with real nonnegative ladder coefficients. The commutator becomes a linear map on matrices, left multiplication minus right multiplication.

```lean
/-- The commutator with `A`, as a linear map `X ↦ A X - X A`. -/
def ad {n : ℕ} (A : Op n) : Module.End ℂ (Op n) :=
  LinearMap.mulLeft ℂ A - LinearMap.mulRight ℂ A
```

In `multipole n k q` the recursion runs over `q`. It is defined for all natural `k` and `q`; the ranges enter only where nonvanishing matters.

```lean
/-- The multipole matrices: `J+^k`, lowered `q` times by the commutator with `J-`. -/
def multipole (n k : ℕ) : ℕ → Op n
  | 0 => Jp n ^ k
  | q + 1 => ad (Jm n) (multipole n k q)

/-- The Casimir operator `J- J+ + Jz² + Jz` of the commutator action on matrices. -/
def casimir (n : ℕ) : Module.End ℂ (Op n) :=
  ad (Jm n) ∘ₗ ad (Jp n) + ad (Jz n) ∘ₗ ad (Jz n) + ad (Jz n)
```

## The commutator relations

The first lemma is the Jacobi identity in the form used above: a relation \([A,B]=cC\) passes to the commutator maps. In this lemma \(C\) is any matrix, not the Casimir operator \(C\) of the derivation. After the hypothesis is inserted, `noncomm_ring` compares the products without reordering factors.

```lean
/-- If `[A, B] = c C`, then the commutator maps of `A` and `B` obey the same relation. -/
theorem ad_ad {n : ℕ} {A B C : Op n} {c : ℂ} (h : A * B - B * A = c • C) (X : Op n) :
    ad A (ad B X) = ad B (ad A X) + c • ad C X := by
  have h' : c • (C * X - X * C) = (A * B - B * A) * X - X * (A * B - B * A) := by
    rw [h, smul_mul_assoc, mul_smul_comm, smul_sub]
  simp only [ad, LinearMap.sub_apply, LinearMap.mulLeft_apply, LinearMap.mulRight_apply]
  rw [h']
  noncomm_ring
```

The spin algebra is checked entry by entry. On the diagonal, `h1` gives the entry of \(J_+J_-\), which lowers and then raises, and `h2` that of \(J_-J_+\), which raises and then lowers. Each sum has at most one nonzero term, and the ends of the ladder are treated separately.

```lean
/-- The standard matrices satisfy `[Jz, J+] = J+`, `[Jz, J-] = -J-` and `[J+, J-] = 2 Jz`. -/
theorem spin_algebra (n : ℕ) :
    Jz n * Jp n - Jp n * Jz n = Jp n ∧
    Jz n * Jm n - Jm n * Jz n = (-1 : ℂ) • Jm n ∧
    Jp n * Jm n - Jm n * Jp n = (2 : ℂ) • Jz n := by
  have hsq : ∀ i : ℕ, i ≤ n → ladder n i * ladder n i = ((i : ℂ) + 1) * ((n : ℂ) - i) := by
    intro i hi
    have hi' : (i : ℝ) ≤ n := by exact_mod_cast hi
    rw [ladder, ← Complex.ofReal_mul,
      Real.mul_self_sqrt (mul_nonneg (by positivity) (sub_nonneg.mpr hi'))]
    push_cast
    ring
  refine ⟨?_, ?_, ?_⟩
  pick_goal 3
  · ext i j
    simp only [Matrix.sub_apply, Matrix.mul_apply, Matrix.smul_apply, smul_eq_mul, Jm,
      Matrix.transpose_apply, Jp, Matrix.of_apply, Jz]
    have hi := i.isLt
    by_cases hij : i = j
    · subst hij
      -- diagonal entry of `J+ J-`: lower, then raise
      have h1 : (∑ l : Fin (n + 1), (if (l : ℕ) = (i : ℕ) + 1 then ladder n i else 0) *
          (if (l : ℕ) = (i : ℕ) + 1 then ladder n i else 0))
          = (((i : ℕ) : ℂ) + 1) * ((n : ℂ) - ((i : ℕ) : ℂ)) := by
        by_cases hin : (i : ℕ) < n
        · rw [Finset.sum_eq_single (⟨(i : ℕ) + 1, by omega⟩ : Fin (n + 1)), if_pos rfl,
            hsq _ hin.le]
          · intro l _ hl
            rw [if_neg (fun h => hl (Fin.ext h)), zero_mul]
          · simp
        · rw [Finset.sum_eq_zero, (by omega : (i : ℕ) = n), sub_self, mul_zero]
          intro l _
          have hl := l.isLt
          rw [if_neg (by omega), zero_mul]
      -- diagonal entry of `J- J+`: raise, then lower
      have h2 : (∑ l : Fin (n + 1), (if (i : ℕ) = (l : ℕ) + 1 then ladder n l else 0) *
          (if (i : ℕ) = (l : ℕ) + 1 then ladder n l else 0))
          = ((i : ℕ) : ℂ) * ((n : ℂ) - ((i : ℕ) : ℂ) + 1) := by
        rcases Nat.eq_zero_or_pos (i : ℕ) with h0 | h0
        · rw [Finset.sum_eq_zero, h0, Nat.cast_zero, zero_mul]
          intro l _
          rw [if_neg (by omega), zero_mul]
        · obtain ⟨m, hm⟩ : ∃ m, (i : ℕ) = m + 1 := ⟨(i : ℕ) - 1, by omega⟩
          rw [Finset.sum_eq_single (⟨m, by omega⟩ : Fin (n + 1))]
          · rw [if_pos hm, hsq m (by omega), hm]
            push_cast
            ring
          · intro l _ hl
            rw [if_neg (fun h => hl (Fin.ext (by simp only; omega))), zero_mul]
          · simp
      rw [h1, h2, Matrix.diagonal_apply_eq]
      ring
    · have hne : (i : ℕ) ≠ j := fun h => hij (Fin.ext h)
      rw [Matrix.diagonal_apply_ne _ hij, Finset.sum_eq_zero, Finset.sum_eq_zero]
      · ring
      all_goals
        intro l _
        split_ifs
        · omega
        all_goals simp
  all_goals
    ext i j
    simp only [Jz, Jm, Jp, Matrix.sub_apply, Matrix.diagonal_mul, Matrix.mul_diagonal,
      Matrix.of_apply, Matrix.transpose_apply, Matrix.smul_apply, smul_eq_mul]
    split_ifs with h
    · rw [h]; push_cast; ring
    · ring
```

The magnetic quantum number follows by an outer induction on `q` and, for \(J_+^k\), an inner one on `k`. The tactic `module` collects the scalar factors.

```lean
/-- The commutator with `Jz` multiplies the multipole matrix with labels `k, q` by `k - q`. -/
theorem ad_Jz_multipole (n k q : ℕ) :
    ad (Jz n) (multipole n k q) = ((k : ℂ) - q) • multipole n k q := by
  induction q with
  | zero =>
    simp only [multipole, ad, LinearMap.sub_apply, LinearMap.mulLeft_apply,
      LinearMap.mulRight_apply, Nat.cast_zero, sub_zero]
    induction k with
    | zero => simp
    | succ k ih =>
      calc Jz n * Jp n ^ (k + 1) - Jp n ^ (k + 1) * Jz n
          = (Jz n * Jp n ^ k - Jp n ^ k * Jz n) * Jp n
            + Jp n ^ k * (Jz n * Jp n - Jp n * Jz n) := by
            rw [pow_succ]; noncomm_ring
        _ = ((k + 1 : ℕ) : ℂ) • Jp n ^ (k + 1) := by
            rw [ih, (spin_algebra n).1, smul_mul_assoc, ← pow_succ]
            push_cast
            module
  | succ q ih =>
    simp only [multipole]
    rw [ad_ad (spin_algebra n).2.1, ih, map_smul]
    push_cast
    module
```

The raising relation starts from the top matrix, which commutes with \(J_+\), and climbs by the induction computed above.

```lean
/-- The matrix `J+^k` commutes with `J+`. -/
theorem ad_Jp_top (n k : ℕ) : ad (Jp n) (multipole n k 0) = 0 := by
  simp only [multipole, ad, LinearMap.sub_apply, LinearMap.mulLeft_apply,
    LinearMap.mulRight_apply]
  rw [(Commute.self_pow (Jp n) k).eq, sub_self]

/-- The commutator with `J+` takes the multipole matrix with labels `k, q+1` to `(q+1)(2k-q)` times
the one with labels `k, q`. -/
theorem ad_Jp_multipole (n k q : ℕ) :
    ad (Jp n) (multipole n k (q + 1))
      = (((q : ℂ) + 1) * (2 * k - q)) • multipole n k q := by
  induction q with
  | zero =>
    change ad (Jp n) (ad (Jm n) (multipole n k 0)) = _
    rw [ad_ad (spin_algebra n).2.2, ad_Jp_top, map_zero, ad_Jz_multipole]
    push_cast
    module
  | succ q ih =>
    change ad (Jp n) (ad (Jm n) (multipole n k (q + 1))) = _
    rw [ad_ad (spin_algebra n).2.2, ih, map_smul, ad_Jz_multipole]
    change _ • multipole n k (q + 1) + _ = _
    push_cast
    module
```

The Casimir calculation separates `q = 0` from `q + 1`, as in the derivation. The identity holds for every `k` and `q`; it assigns an eigenvalue where the matrix is nonzero.

```lean
/-- The Casimir operator multiplies every multipole matrix built from `J+^k` by `k(k+1)`. -/
theorem casimir_multipole (n k q : ℕ) :
    casimir n (multipole n k q) = ((k : ℂ) * (k + 1)) • multipole n k q := by
  simp only [casimir, LinearMap.add_apply, LinearMap.comp_apply]
  rw [ad_Jz_multipole, map_smul, ad_Jz_multipole]
  cases q with
  | zero =>
    rw [ad_Jp_top, map_zero]
    push_cast
    module
  | succ q =>
    rw [ad_Jp_multipole, map_smul]
    change _ • multipole n k (q + 1) + _ + _ = _
    push_cast
    module
```

## Nonvanishing, independence and counting

The auxiliary statement `key` follows the entry \((0,m)\) of \(J_+^m\), which gains one nonzero ladder coefficient per multiplication. The second induction uses the raising relation: if the next matrix vanished, either the factor \((q+1)(2k-q)\) or the previous matrix would be zero.

```lean
/-- For `k ≤ n` and `q ≤ 2k` the multipole matrix does not vanish. -/
theorem multipole_ne_zero {n k q : ℕ} (hk : k ≤ n) (hq : q ≤ 2 * k) :
    multipole n k q ≠ 0 := by
  induction q with
  | zero =>
    -- the entry (0, k) of `J+^k` is a product of nonzero ladder coefficients
    have key : ∀ m (hm : m < n + 1), (Jp n ^ m) 0 ⟨m, hm⟩ ≠ 0 := by
      intro m
      induction m with
      | zero => intro hm; simp
      | succ m ih =>
        intro hm
        rw [pow_succ, Matrix.mul_apply,
          Finset.sum_eq_single (⟨m, by omega⟩ : Fin (n + 1))]
        · refine mul_ne_zero (ih _) ?_
          have hmn : (m : ℝ) < n := by exact_mod_cast (by omega : m < n)
          simp only [Jp, Matrix.of_apply, if_true]
          exact Complex.ofReal_ne_zero.mpr
            (Real.sqrt_pos.mpr (mul_pos (by positivity) (sub_pos.mpr hmn))).ne'
        · intro l _ hl
          have hne : ¬ (m + 1 = (l : ℕ) + 1) :=
            fun h => hl (Fin.ext (by simp only; omega))
          simp only [Jp, Matrix.of_apply, if_neg hne, mul_zero]
        · simp
    intro h
    apply key k (by omega)
    change Jp n ^ k = 0 at h
    rw [h, Matrix.zero_apply]
  | succ q ih =>
    -- a vanishing matrix could not be raised back to the previous one
    intro h
    have h1 := ad_Jp_multipole n k q
    rw [h, map_zero] at h1
    rcases smul_eq_zero.mp h1.symm with h2 | h2
    · rcases mul_eq_zero.mp h2 with h3 | h3
      · exact Nat.cast_add_one_ne_zero q h3
      · have h4 : 2 * k = q := by exact_mod_cast sub_eq_zero.mp h3
        omega
    · exact ih (by omega) h2
```

The basis theorem is indexed by pairs whose second entry has a range depending on the first: `k` runs over \(0,\dots,n\) and `q` over \(0,\dots,2k\). It says that a basis `b` exists whose members are exactly the multipole matrices. In the proof, `nlinarith` rules out equal eigenvalues for different ranks, which is the disjointness of the blocks. The sum of odd numbers then matches the dimension.

```lean
/-- The matrices `ad(J-)^q (J+^k)` with `0 ≤ k ≤ n` and `0 ≤ q ≤ 2k` form a basis of all
complex matrices on the spin n/2 multiplet. -/
theorem multipole_basis (n : ℕ) :
    ∃ b : Module.Basis ((k : Fin (n + 1)) × Fin (2 * (k : ℕ) + 1)) ℂ (Op n),
      ∀ p, b p = multipole n p.1 p.2 := by
  -- Casimir plus `ad Jz` has the pairwise distinct eigenvalues k² + 2k - q
  have hli : LinearIndependent ℂ
      (fun p : (k : Fin (n + 1)) × Fin (2 * (k : ℕ) + 1) => multipole n p.1 p.2) := by
    apply Module.End.eigenvectors_linearIndependent' (casimir n + ad (Jz n))
      (fun p => ((p.1 : ℕ) : ℂ) * ((p.1 : ℕ) + 1) + (((p.1 : ℕ) : ℂ) - (p.2 : ℕ)))
    · rintro ⟨k, q⟩ ⟨k', q'⟩ h
      have hc : ((k : ℕ) : ℂ) * (k : ℕ) + 2 * (k : ℕ) + (q' : ℕ)
          = ((k' : ℕ) : ℂ) * (k' : ℕ) + 2 * (k' : ℕ) + (q : ℕ) := by
        linear_combination h
      have hN : (k : ℕ) * k + 2 * k + q' = (k' : ℕ) * k' + 2 * k' + q := by
        exact_mod_cast hc
      have hq := q.isLt
      have hq' := q'.isLt
      have hk : k = k' := by
        apply Fin.ext
        rcases lt_trichotomy (k : ℕ) (k' : ℕ) with hlt | heq | hlt
        · nlinarith
        · exact heq
        · nlinarith
      subst hk
      have hqq : q = q' := Fin.ext (by omega)
      rw [hqq]
    · rintro ⟨k, q⟩
      refine ⟨Module.End.mem_eigenspace_iff.mpr ?_,
        multipole_ne_zero (by have := k.isLt; omega) (by have := q.isLt; omega)⟩
      rw [LinearMap.add_apply, casimir_multipole, ad_Jz_multipole, ← add_smul]
  -- there are 1 + 3 + ... + (2n+1) = (n+1)² of them
  have hsum : ∀ m : ℕ, ∑ k ∈ Finset.range m, (2 * k + 1) = m * m := by
    intro m
    induction m with
    | zero => simp
    | succ m ih => rw [Finset.sum_range_succ, ih]; ring
  have hcard : Fintype.card ((k : Fin (n + 1)) × Fin (2 * (k : ℕ) + 1))
      = Module.finrank ℂ (Op n) := by
    rw [Fintype.card_sigma, Module.finrank_matrix, Module.finrank_self]
    simp only [Fintype.card_fin, mul_one]
    rw [Fin.sum_univ_eq_sum_range (fun k => 2 * k + 1) (n + 1), hsum]
  exact ⟨Module.Basis.mk hli (hli.span_eq_top_of_card_eq_finrank' hcard).ge,
    fun p => Module.Basis.mk_apply _ _ p⟩
```

The last theorem reads off coordinates: for every matrix `X` there is exactly one family of complex coefficients `c` whose multipole sum is `X`. Collecting the terms with equal `k` gives the part of rank `k`, which the Casimir operator multiplies by \(k(k+1)\).

```lean
/-- Every matrix on the multiplet is a sum of multipoles of rank `k = 0, ..., n` with
uniquely determined coefficients. -/
theorem multipole_expansion (n : ℕ) (X : Op n) :
    ∃! c : ((k : Fin (n + 1)) × Fin (2 * (k : ℕ) + 1)) → ℂ,
      ∑ p, c p • multipole n p.1 p.2 = X := by
  obtain ⟨b, hb⟩ := multipole_basis n
  refine ⟨fun p => b.repr X p, by simpa only [hb] using b.sum_repr X, ?_⟩
  intro c (hc : ∑ p, c p • multipole n p.1 p.2 = X)
  have h := b.repr_sum_self c
  simp only [hb] at h
  rw [hc] at h
  exact h.symm

end

end SpinMultipoles
```

```lean
#print axioms SpinMultipoles.multipole_basis
-- 'SpinMultipoles.multipole_basis' depends on axioms: [propext, Classical.choice, Quot.sound]
#print axioms SpinMultipoles.multipole_expansion
-- 'SpinMultipoles.multipole_expansion' depends on axioms: [propext, Classical.choice, Quot.sound]
```

Applying this to an atom or ion requires identifying its angular momentum, within one isolated multiplet, with these matrices; mixing with other multiplets brings in operators that `Op n` does not contain.

## Abstract multiplets and isotropic relaxation

The spin could also be modelled as an arbitrary irreducible representation of the angular momentum algebra on a complex space of dimension \(n+1\). The commutator calculations would stay the same, since they use only the algebra. The nonvanishing of \(J_+^k\) would have to come from irreducibility instead of an explicit matrix entry, and the result would no longer refer to a chosen basis of states.

The same argument also describes isotropic relaxation of a single spin. Let \(\Phi\) be a linear map on matrices that commutes with \(\mathrm{ad}_{J_z}\) and \(\mathrm{ad}_{J_\pm}\). It then commutes with \(C+\mathrm{ad}_{J_z}\), whose eigenvalues are all simple, so each \(T(k,q)\) is an eigenvector of \(\Phi\). Commuting with \(\mathrm{ad}_{J_-}\) forces neighbouring values of \(q\) to share their eigenvalue. Such a map has one number per rank, and if it generates the relaxation, all components of one rank relax at the same rate.
